# The phase exp(i g q d) takes a one-mode Pauli–Fierz Hamiltonian on a line from velocity form to length form

Suppose two people compute the energy of the same charges in the same cavity. One puts the field into the momenta of the charges, $p_j - g z_j q$. The other lets the dipole moment $d$ displace the momentum of the field, $p_q + g d$. If both use the same wavefunction $F$, they generally get different numbers, and those numbers alone don't show whether the Hamiltonians disagree or only the descriptions do. A rule that connects their wavefunctions settles the question.

The rule is a phase. For every twice continuously differentiable $F(x,q)$,

$$e^{-igqd}\,H_{\text{velocity}}\,e^{igqd}F = H_{\text{length}}F .$$

## Charges on a line and one cavity coordinate

There are $N$ charges $z_j$ at positions $x_j$ on a line, with $j = 0,\dots,N-1$, and one cavity mode with coordinate $q$ and frequency $\omega$. Masses are one and $\hbar = 1$. The vector potential is $gq$. The constant $g$, often written $\lambda$, stands for the strength of the mode's field at the molecule, which in a real cavity depends on the mode volume and on where the molecule sits in the mode.

Every charge feels the same $gq$. This long-wavelength approximation, the single mode and the restriction to a line are simplifications of a real cavity; they are assumed in the Hamiltonian and not derived.

```lean
import Mathlib

open Complex

namespace PauliFierz

noncomputable section
```

A configuration is a pair $y = (x,q)$, so `y.1` is $x$ and `y.2` is $q$.

```lean
/-- Configurations `(x, q)`: positions of `N` charges on a line and one cavity coordinate. -/
abbrev Conf (N : ℕ) := (Fin N → ℝ) × ℝ
```

Derivatives are taken along directions in this space. Moving only charge $j$ by one unit is the direction $e_j$:

```lean
variable {N : ℕ}

/-- The direction in which only the charge `j` moves. -/
def chargeDir (j : Fin N) : Conf N := (Pi.single j 1, 0)
```

Moving only the cavity coordinate is the direction $e_q$:

```lean
/-- The direction in which only the cavity coordinate changes. -/
def photonDir : Conf N := (0, 1)
```

The dipole moment $d(y) = \sum_j z_j x_j$ is linear in $y$ and ignores $q$. It is defined as a continuous linear map, so it is its own derivative.

```lean
/-- The dipole moment, as a linear function of the configuration. -/
def dipole (z : Fin N → ℝ) : Conf N →L[ℝ] ℝ :=
  ∑ j, z j • (ContinuousLinearMap.proj (R := ℝ) (φ := fun _ : Fin N => ℝ) j).comp
    (ContinuousLinearMap.fst ℝ (Fin N → ℝ) ℝ)
```

## Momenta and the two Hamiltonians

The momentum along a direction $v$ is $P_vF = -i\,\partial_v F$. Then $p_j = P_{e_j}$ and $p_q = P_{e_q}$. The name photon momentum, used below for $p_q$, means the momentum conjugate to $q$, not the momentum $\hbar k$ that a photon carries. Lean's `fderiv` returns zero where $F$ has no derivative, so the definition has its physical meaning only for differentiable $F$.

```lean
/-- The momentum operator `-i ∂_v` along the direction `v`. -/
def momentum (v : Conf N) (F : Conf N → ℂ) : Conf N → ℂ :=
  fun y => -I * fderiv ℝ F y v
```

In velocity form each charge has the kinetic momentum $p_j - g z_j q$:

```lean
/-- The kinetic momentum `-i ∂/∂x_j - g z_j q` of the charge `j`. -/
def kineticMomentum (g : ℝ) (z : Fin N → ℝ) (j : Fin N) (F : Conf N → ℂ) : Conf N → ℂ :=
  fun y => momentum (chargeDir j) F y - ((g * z j * y.2 : ℝ) : ℂ) * F y
```

In length form the field has the displaced momentum $\Pi = p_q + g d$:

```lean
/-- The displaced photon momentum `-i ∂/∂q + g d`. -/
def displacedMomentum (g : ℝ) (z : Fin N → ℝ) (F : Conf N → ℂ) : Conf N → ℂ :=
  fun y => momentum photonDir F y + (g : ℂ) * (dipole z y : ℂ) * F y
```

With a real potential $V(x)$, which may include the interaction between the charges, the velocity form is

$$H_{\text{velocity}} = \sum_j \tfrac12 (p_j - g z_j q)^2 + \tfrac12 p_q^2 + \tfrac12\omega^2 q^2 + V(x).$$

A square means that the operator is applied twice, and the code writes it that way.

```lean
/-- The Pauli-Fierz Hamiltonian in velocity form, for unit masses and a potential `V(x)`. -/
def velocityH (g ω : ℝ) (z : Fin N → ℝ) (V : (Fin N → ℝ) → ℝ) (F : Conf N → ℂ) :
    Conf N → ℂ :=
  fun y => (∑ j, kineticMomentum g z j (kineticMomentum g z j F) y / 2)
    + momentum photonDir (momentum photonDir F) y / 2
    + ((ω ^ 2 * y.2 ^ 2 / 2 + V y.1 : ℝ) : ℂ) * F y
```

The length form is

$$H_{\text{length}} = \sum_j \tfrac12 p_j^2 + \tfrac12 (p_q + g d)^2 + \tfrac12\omega^2 q^2 + V(x).$$

Many texts write the length form with $d$ coupled to the coordinate of the mode. That version follows from a further canonical exchange of $q$ and $p_q$, which is not made here.

```lean
/-- The Pauli-Fierz Hamiltonian in length form, for unit masses and a potential `V(x)`. -/
def lengthH (g ω : ℝ) (z : Fin N → ℝ) (V : (Fin N → ℝ) → ℝ) (F : Conf N → ℂ) :
    Conf N → ℂ :=
  fun y => (∑ j, momentum (chargeDir j) (momentum (chargeDir j) F) y / 2)
    + displacedMomentum g z (displacedMomentum g z F) y / 2
    + ((ω ^ 2 * y.2 ^ 2 / 2 + V y.1 : ℝ) : ℂ) * F y
```

## The phase and its inverse

The transformation is $(U_gF)(y) = e^{igq\,d(y)}F(y)$.

```lean
/-- Multiplication of a wavefunction by the phase `exp(i g q d)`. -/
def gaugeTransform (g : ℝ) (z : Fin N → ℝ) (F : Conf N → ℂ) : Conf N → ℂ :=
  fun y => Complex.exp (I * ((g * y.2 * dipole z y : ℝ) : ℂ)) * F y
```

Unfolding the linear map gives the familiar sum for the dipole moment:

```lean
/-- The dipole moment is the sum of charge times position. -/
theorem dipole_apply (z : Fin N → ℝ) (y : Conf N) : dipole z y = ∑ j, z j * y.1 j := by
  simp [dipole, sum_apply]
```

The exponents of $U_{-g}$ and $U_g$ add to zero, so $U_{-g}U_gF = F$. The proof merges the two exponentials and evaluates $e^0 = 1$.

```lean
/-- The transformation with coupling `-g` undoes the one with coupling `g`. -/
theorem gaugeTransform_neg (g : ℝ) (z : Fin N → ℝ) (F : Conf N → ℂ) :
    gaugeTransform (-g) z (gaugeTransform g z F) = F := by
  funext y
  simp only [gaugeTransform]
  rw [← mul_assoc, ← Complex.exp_add]
  have h : I * ((-g * y.2 * dipole z y : ℝ) : ℂ) + I * ((g * y.2 * dipole z y : ℝ) : ℂ) = 0 := by
    push_cast
    ring
  rw [h, Complex.exp_zero, one_mul]
```

The exponent is purely imaginary, so $|U_gF| = |F|$ at every point. Probability densities in $x$ and $q$ are therefore the same before and after the transformation, and so is the normalisation.

```lean
/-- The transformation leaves the modulus of the wavefunction unchanged at every point. -/
theorem norm_gaugeTransform (g : ℝ) (z : Fin N → ℝ) (F : Conf N → ℂ) (y : Conf N) :
    ‖gaugeTransform g z F y‖ = ‖F y‖ := by
  simp only [gaugeTransform]
  rw [norm_mul, mul_comm I, Complex.norm_exp_ofReal_mul_I, one_mul]
```

## How the phase shifts a momentum

Write $\varphi(y) = g q\,d(y)$, and let $v_q$ be the cavity component of $v$. Since $d$ is linear,

$$\partial_v\varphi = g\,\bigl(v_q\, d(y) + q\, d(v)\bigr).$$

The product rule then gives

$$-i\,\partial_v\bigl(e^{i\varphi}F\bigr) = e^{i\varphi}\bigl(-i\,\partial_vF + (\partial_v\varphi)\,F\bigr),$$

where $-i\cdot i = 1$ was used. In the code, `h0` differentiates $\varphi$, `h1` regards it as complex, and `h2` is the product rule. The closing `linear_combination` supplies $i^2=-1$.

```lean
/-- On a differentiable wavefunction, the phase shifts the momentum along `v` by the
derivative of `g q d` along `v`. -/
theorem momentum_gaugeTransform (g : ℝ) (z : Fin N → ℝ) {F : Conf N → ℂ}
    (hF : Differentiable ℝ F) (v y : Conf N) :
    momentum v (gaugeTransform g z F) y =
      Complex.exp (I * ((g * y.2 * dipole z y : ℝ) : ℂ)) *
        (momentum v F y + ((g * (v.2 * dipole z y + y.2 * dipole z v) : ℝ) : ℂ) * F y) := by
  have h0 : HasFDerivAt (fun w : Conf N => g * w.2 * dipole z w)
      ((g * y.2) • dipole z + dipole z y • (g • ContinuousLinearMap.snd ℝ (Fin N → ℝ) ℝ)) y :=
    (hasFDerivAt_snd.const_mul g).mul (dipole z).hasFDerivAt
  have h1 : HasFDerivAt (fun w : Conf N => ((g * w.2 * dipole z w : ℝ) : ℂ)) _ y :=
    Complex.ofRealCLM.hasFDerivAt.comp y h0
  -- product rule for phase times wavefunction
  have h2 : HasFDerivAt (gaugeTransform g z F) _ y :=
    ((h1.const_mul I).cexp).mul (hF y).hasFDerivAt
  simp only [momentum]
  rw [h2.fderiv]
  simp only [add_apply, smul_apply,
    ContinuousLinearMap.comp_apply, Complex.ofRealCLM_apply, smul_eq_mul,
    ContinuousLinearMap.coe_snd']
  push_cast
  linear_combination (-(Complex.exp (I * ((g : ℂ) * (y.2 : ℂ) * (dipole z y : ℂ))) *
    ((g : ℂ) * ((v.2 : ℂ) * (dipole z y : ℂ) + (y.2 : ℂ) * (dipole z v : ℂ))) * F y)) * I_sq
```

The device that carries this calculation is `HasFDerivAt` with a hole. The statement `HasFDerivAt f f' y` says that the linear map `f'` is the derivative of `f` at `y`. In `h2` the place of `f'` is taken by `_`, and Lean fills it in from the term that follows: `.const_mul I` multiplies by $i$, `.cexp` applies the chain rule for the exponential, and `.mul` applies the product rule. The long derivative never has to be typed. Rewriting with `h2.fderiv` puts it in place of the `fderiv` in the definition of momentum, and once it is applied to $v$ only algebra remains.

## The vector potential cancels and the photon momentum is displaced

For $v = e_j$ we have $v_q = 0$ and $d(e_j) = z_j$. The shift is $g z_j q$, exactly what the kinetic momentum subtracts:

$$(p_j - g z_j q)\,U_gF = U_g\,p_jF .$$

The facts `hd` and `hq` are these two values.

```lean
/-- On differentiable wavefunctions the phase turns the kinetic momentum of each charge
into its canonical momentum. -/
theorem kineticMomentum_gaugeTransform (g : ℝ) (z : Fin N → ℝ) (j : Fin N) {F : Conf N → ℂ}
    (hF : Differentiable ℝ F) :
    kineticMomentum g z j (gaugeTransform g z F) =
      gaugeTransform g z (momentum (chargeDir j) F) := by
  funext y
  have hd : dipole z (chargeDir j) = z j := by
    simp [dipole_apply, chargeDir, Pi.single_apply]
  have hq : (chargeDir j : Conf N).2 = 0 := rfl
  simp only [kineticMomentum, momentum_gaugeTransform g z hF, hd, hq, gaugeTransform]
  push_cast
  ring
```

For $v = e_q$ we have $v_q = 1$ and $d(e_q) = 0$. The shift is now $g d$:

$$p_q\,U_gF = U_g\,(p_q + g d)F = U_g\,\Pi F .$$

```lean
/-- On differentiable wavefunctions the phase turns the photon momentum into the
displaced photon momentum. -/
theorem photonMomentum_gaugeTransform (g : ℝ) (z : Fin N → ℝ) {F : Conf N → ℂ}
    (hF : Differentiable ℝ F) :
    momentum photonDir (gaugeTransform g z F) = gaugeTransform g z (displacedMomentum g z F) := by
  funext y
  have hd : dipole z photonDir = 0 := by simp [dipole_apply, photonDir]
  have hq : (photonDir : Conf N).2 = 1 := rfl
  simp only [displacedMomentum, momentum_gaugeTransform g z hF, hd, hq, gaugeTransform]
  push_cast
  ring
```

## From momenta to Hamiltonians

Each relation must be used twice, the second time on $p_jF$ or $\Pi F$, so these functions must be differentiable too. For $p_jF$ and $p_qF$ this follows because the derivative of a $C^2$ function is $C^1$:

```lean
/-- The momentum of a twice continuously differentiable wavefunction is differentiable. -/
theorem differentiable_momentum {F : Conf N → ℂ} (hF : ContDiff ℝ 2 F) (v : Conf N) :
    Differentiable ℝ (momentum v F) := by
  have h1 : Differentiable ℝ (fderiv ℝ F) :=
    (hF.fderiv_right (m := 1) (by norm_num)).differentiable (by norm_num)
  intro y
  exact ((h1 y).clm_apply (differentiableAt_const v)).const_mul _
```

For $\Pi F = p_qF + g\,d\,F$ it follows from the same lemma and the product rule; this is `hD` below. Then

$$(p_j - g z_j q)^2U_gF = (p_j - g z_j q)\,U_g\,p_jF = U_g\,p_j^2F,$$

$$p_q^2\,U_gF = p_q\,U_g\,\Pi F = U_g\,\Pi^2F .$$

The terms $\tfrac12\omega^2q^2$ and $V(x)$ are multiplications and commute with the phase. Adding everything gives $H_{\text{velocity}}U_gF = U_gH_{\text{length}}F$, which is `key`, and applying $U_{-g}$ finishes the argument.

```lean
/-- Velocity form becomes length form: on twice continuously differentiable wavefunctions,
`exp(-i g q d) H_velocity exp(i g q d) = H_length`. -/
theorem velocity_to_length (g ω : ℝ) (z : Fin N → ℝ) (V : (Fin N → ℝ) → ℝ) {F : Conf N → ℂ}
    (hF : ContDiff ℝ 2 F) :
    gaugeTransform (-g) z (velocityH g ω z V (gaugeTransform g z F)) = lengthH g ω z V F := by
  have hF1 : Differentiable ℝ F := hF.differentiable (by norm_num)
  have hD : Differentiable ℝ (displacedMomentum g z F) := by
    intro y
    have hc : DifferentiableAt ℝ (fun w : Conf N => ((dipole z w : ℝ) : ℂ)) y :=
      (Complex.ofRealCLM.comp (dipole z)).differentiableAt
    exact (differentiable_momentum hF photonDir y).add ((hc.const_mul (g : ℂ)).mul (hF1 y))
  -- each momentum is carried through the phase twice
  have key : velocityH g ω z V (gaugeTransform g z F) =
      gaugeTransform g z (lengthH g ω z V F) := by
    funext y
    simp only [velocityH, kineticMomentum_gaugeTransform g z _ hF1,
      kineticMomentum_gaugeTransform g z _ (differentiable_momentum hF _),
      photonMomentum_gaugeTransform g z hF1, photonMomentum_gaugeTransform g z hD]
    simp only [gaugeTransform, lengthH, mul_add, Finset.mul_sum, mul_div_assoc]
    ring
  rw [key, gaugeTransform_neg]
```

The theorem holds for all real $g$, $\omega$ and $z_j$ and any real function $V$. It is an identity between functions, point by point, and leaves aside operator domains and self-adjointness. Wavefunctions with cusps, such as those at point charges, fail the $C^2$ hypothesis.

## Stationary states correspond at the same energy

If $H_{\text{length}}F = EF$, applying $U_g$ to both sides gives $H_{\text{velocity}}U_gF = E\,U_gF$. Applying $U_{-g}$ leads back. In the code, `hs` says that the phase commutes with multiplication by $E$.

```lean
/-- A twice continuously differentiable `F` solves the stationary Schrödinger equation in
length form exactly when `exp(i g q d) F` solves it in velocity form with the same `E`. -/
theorem stationary_iff (g ω : ℝ) (z : Fin N → ℝ) (V : (Fin N → ℝ) → ℝ) {F : Conf N → ℂ}
    (hF : ContDiff ℝ 2 F) (E : ℂ) :
    lengthH g ω z V F = E • F ↔
      velocityH g ω z V (gaugeTransform g z F) = E • gaugeTransform g z F := by
  have hs : ∀ (a : ℝ) (G : Conf N → ℂ), gaugeTransform a z (E • G) = E • gaugeTransform a z G := by
    intro a G
    funext y
    simp only [gaugeTransform, Pi.smul_apply, smul_eq_mul]
    ring
  rw [← velocity_to_length g ω z V hF]
  constructor
  · intro h
    have h' := congrArg (gaugeTransform g z) h
    have hinv := gaugeTransform_neg (-g) z (velocityH g ω z V (gaugeTransform g z F))
    rw [neg_neg] at hinv
    rwa [hinv, hs] at h'
  · intro h
    rw [h, hs, gaugeTransform_neg]
```

Here $E$ may be complex, and $F$ may be zero or not normalisable. For a bound state one also asks that $F$ be nonzero and square-integrable, and the preserved modulus carries both properties over to $U_gF$.

For polaritonic electronic-structure calculations, in this one-mode model on a line, this means that the phase has to be applied before wavefunctions from the two forms are compared as complex functions. Their probability densities in $x$ and $q$ can be compared directly. A truncated basis of photon or electronic states need not respect the identity.

## Bilinear coupling and dipole self-energy

Because $d$ does not depend on $q$, it commutes with $p_q$, and

$$\tfrac12(p_q + g d)^2F = \tfrac12p_q^2F + g\,d\,p_qF + \tfrac12g^2d^2F .$$

The code proves the expansion for an arbitrary coupling `a`: `hp` moves $p_q$ past $d$, and `hq` expands the square. It is then used at $a = g$ and at $a = 0$, where `lengthH 0` is the uncoupled Hamiltonian.

```lean
/-- On twice continuously differentiable wavefunctions the length form is the uncoupled
Hamiltonian plus the bilinear coupling `g d p_q` and the dipole self-energy `g² d² / 2`. -/
theorem lengthH_expand (g ω : ℝ) (z : Fin N → ℝ) (V : (Fin N → ℝ) → ℝ) {F : Conf N → ℂ}
    (hF : ContDiff ℝ 2 F) (y : Conf N) :
    lengthH g ω z V F y = lengthH 0 ω z V F y
      + (g : ℂ) * (dipole z y : ℂ) * momentum photonDir F y
      + (g : ℂ) ^ 2 * (dipole z y : ℂ) ^ 2 / 2 * F y := by
  have hF1 : Differentiable ℝ F := hF.differentiable (by norm_num)
  have hd : dipole z photonDir = 0 := by simp [dipole_apply, photonDir]
  -- the dipole does not depend on q, so the photon momentum passes through it
  have hp : ∀ a : ℝ, momentum photonDir (displacedMomentum a z F) y =
      momentum photonDir (momentum photonDir F) y
        + (a : ℂ) * (dipole z y : ℂ) * momentum photonDir F y := by
    intro a
    have h1 : HasFDerivAt (fun w : Conf N => ((dipole z w : ℝ) : ℂ))
        (Complex.ofRealCLM.comp (dipole z)) y :=
      (Complex.ofRealCLM.comp (dipole z)).hasFDerivAt
    have h2 : HasFDerivAt (displacedMomentum a z F) _ y :=
      (differentiable_momentum hF photonDir y).hasFDerivAt.add
        ((h1.const_mul (a : ℂ)).mul (hF1 y).hasFDerivAt)
    simp only [momentum] at h2 ⊢
    rw [h2.fderiv]
    simp only [add_apply, smul_apply,
      ContinuousLinearMap.comp_apply, Complex.ofRealCLM_apply, smul_eq_mul, hd,
      Complex.ofReal_zero]
    ring
  have hq : ∀ a : ℝ, displacedMomentum a z (displacedMomentum a z F) y =
      momentum photonDir (momentum photonDir F) y
        + 2 * (a : ℂ) * (dipole z y : ℂ) * momentum photonDir F y
        + (a : ℂ) ^ 2 * (dipole z y : ℂ) ^ 2 * F y := by
    intro a
    change momentum photonDir (displacedMomentum a z F) y + (a : ℂ) * (dipole z y : ℂ) *
      (momentum photonDir F y + (a : ℂ) * (dipole z y : ℂ) * F y) = _
    rw [hp a]
    ring
  simp only [lengthH, hq, Complex.ofReal_zero]
  ring

end

end PauliFierz
```

```lean
#print axioms PauliFierz.norm_gaugeTransform
#print axioms PauliFierz.velocity_to_length
#print axioms PauliFierz.stationary_iff
#print axioms PauliFierz.lengthH_expand
```

```
'PauliFierz.norm_gaugeTransform' depends on axioms: [propext, Classical.choice, Quot.sound]
'PauliFierz.velocity_to_length' depends on axioms: [propext, Classical.choice, Quot.sound]
'PauliFierz.stationary_iff' depends on axioms: [propext, Classical.choice, Quot.sound]
'PauliFierz.lengthH_expand' depends on axioms: [propext, Classical.choice, Quot.sound]
```

## One charge, worked in numbers

Take $N=1$, $z_0 = 2$, $g = \tfrac12$, $\omega = 1$, $V = 0$ and $F(x,q) = q$, writing $x$ for $x_0$. This $F$ is not normalisable, which a pointwise identity does not require. Now $g d = x$ and the phase is $e^{ixq}$.

In length form, $\Pi F = xq - i$ and $\Pi^2F = x^2q - 2ix$, so

$$H_{\text{length}}F = \tfrac12x^2q - ix + \tfrac12q^3 .$$

In velocity form, $p_0(qe^{ixq}) = q^2e^{ixq}$, and subtracting $g z_0 q = q$ times the wavefunction leaves zero. Differentiating twice in $q$ gives $p_q^2(qe^{ixq}) = (x^2q - 2ix)e^{ixq}$. The result is the expression above times $e^{ixq}$.

At $x=2$, $q=1$ the length form gives $\tfrac52 - 2i$ and the velocity form $(\tfrac52 - 2i)e^{2i}$. The first value splits into $\tfrac12$ from the uncoupled Hamiltonian, $-2i$ from the bilinear coupling and $2$ from the dipole self-energy. Without the self-energy the length form would give $\tfrac12 - 2i$, and the two forms would no longer agree.
